# A lower bound on the Rayleigh quotients of a real symmetric matrix over real vectors also holds over complex vectors

Take a two-level Hamiltonian with real numbers $\alpha,\gamma$ on the diagonal and a real coupling $\beta$ in both off-diagonal places, and the complex state $x=(1,\mathrm i)$, where $\mathrm i$ is the imaginary unit. Then

$$
\langle x,Hx\rangle = 1\cdot(\alpha+\mathrm i\beta)-\mathrm i\,(\beta+\mathrm i\gamma)=\alpha+\gamma ,\qquad \langle x,x\rangle=2 .
$$

The coupling enters twice with opposite signs and cancels. What remains is the mean of $\alpha$ and $\gamma$, which are the energies of the real vectors $(1,0)$ and $(0,1)$. If no real vector has an energy below $c$, then this mean is not below $c$ either.

In general, write $x=a+\mathrm i b$ with real vectors $a,b$. For a real symmetric $H$,

$$
\frac{\langle x,Hx\rangle}{\langle x,x\rangle}=\frac{a\cdot Ha+b\cdot Hb}{a\cdot a+b\cdot b}\qquad(x\neq0).
$$

For a Hamiltonian that is real symmetric in a finite orthonormal basis, a variational search over all coefficient vectors can therefore be restricted to real ones without missing a lower energy.

## A finite orthonormal basis

The type `n` labels finitely many basis states, and a state is its list of coefficients, a function from `n` to the complex numbers. The squared norm is the plain sum of squared moduli, so the basis is taken to be orthonormal. A generalised problem with an overlap matrix is not covered, nor is an operator on an infinite-dimensional space, where convergence and domains would have to be treated.

```lean
import Mathlib

open Matrix

namespace RealSymmetricRayleigh

noncomputable section

variable {n : Type*} [Fintype n]
```

The state $a+\mathrm i b$ is `wave a b`.

```lean
/-- The complex state `a + i b` with real part `a` and imaginary part `b`. -/
def wave (a b : n → ℝ) : n → ℂ := fun i => (a i : ℂ) + (b i : ℂ) * Complex.I
```

The first factor of the inner product is conjugated by `star`. Vectors are not normalised, so `expectation` is an energy only after division by $\langle x,x\rangle$.

```lean
/-- The expectation value `⟨x, A x⟩` of a matrix in an unnormalised complex state. -/
def expectation (A : Matrix n n ℂ) (x : n → ℂ) : ℂ := star x ⬝ᵥ A *ᵥ x
```

The quotient `rayleigh` performs that division. It takes complex values, so its reality has to be proved.

```lean
/-- The Rayleigh quotient `⟨x, A x⟩ / ⟨x, x⟩` of a complex trial vector. -/
def rayleigh (A : Matrix n n ℂ) (x : n → ℂ) : ℂ := expectation A x / (star x ⬝ᵥ x)
```

For real vectors there is a separate, real-valued quotient.

```lean
/-- The Rayleigh quotient `a·Ha / a·a` of a real trial vector. -/
def realRayleigh (H : Matrix n n ℝ) (a : n → ℝ) : ℝ := (a ⬝ᵥ H *ᵥ a) / (a ⬝ᵥ a)
```

## A nonzero trial vector

The zero vector represents no physical state. By hand, the condition $x\neq0$ is used when dividing by the squared norm:

$$
\langle x,x\rangle=\sum_i(a_i-\mathrm i b_i)(a_i+\mathrm i b_i)=\sum_i(a_i^2+b_i^2)=a\cdot a+b\cdot b .
$$

This is positive as soon as one component of $x$ is nonzero. Without the condition the bound can fail: Lean sets $0/0=0$, so the zero vector would have quotient $0$, which lies below any positive $c$.

The first lemma gives positivity for real vectors: a sum of squares is non-negative, and it vanishes only for the zero vector.

```lean
/-- A nonzero real vector has positive squared length. -/
theorem self_pos {a : n → ℝ} (ha : a ≠ 0) : 0 < a ⬝ᵥ a :=
  lt_of_le_of_ne (Finset.sum_nonneg fun i _ => mul_self_nonneg (a i))
    (fun h => ha (dotProduct_self_eq_zero.mp h.symm))
```

The second splits a complex vector into its real and imaginary parts and finds a component with positive squared modulus.

```lean
/-- Every nonzero complex state is `a + i b` with real `a`, `b` and `a·a + b·b > 0`. -/
theorem exists_wave {x : n → ℂ} (hx : x ≠ 0) :
    ∃ a b : n → ℝ, x = wave a b ∧ 0 < a ⬝ᵥ a + b ⬝ᵥ b := by
  refine ⟨fun i => (x i).re, fun i => (x i).im,
    funext fun i => (Complex.re_add_im (x i)).symm, ?_⟩
  obtain ⟨i, hi⟩ := Function.ne_iff.mp hx
  have hp : 0 < Complex.normSq (x i) := Complex.normSq_pos.mpr hi
  rw [Complex.normSq_apply] at hp
  simp only [dotProduct, ← Finset.sum_add_distrib]
  exact Finset.sum_pos' (fun j _ => add_nonneg (mul_self_nonneg _) (mul_self_nonneg _))
    ⟨i, Finset.mem_univ i, hp⟩
```

## Symmetry of the matrix

The hypothesis `H.IsSymm` says $H_{ij}=H_{ji}$. For a real matrix this is Hermiticity, the condition that energies be real. By hand it is used once, on the cross terms:

$$
\langle x,Hx\rangle=\sum_{i,j}(a_i-\mathrm i b_i)H_{ij}(a_j+\mathrm i b_j)
= a\cdot Ha+b\cdot Hb+\mathrm i\,(a\cdot Hb-b\cdot Ha).
$$

Symmetry gives $a\cdot Hb=\sum_{i,j}a_iH_{ij}b_j=\sum_{i,j}b_jH_{ji}a_i=b\cdot Ha$, and the bracket vanishes.

Without symmetry the quotient need not be real. The real matrix with rows $(0,1)$ and $(-1,0)$ has quotient $0$ on every nonzero real vector, but quotient $\mathrm i$ on $(1,\mathrm i)$.

The exchange of $a$ and $b$ is a lemma of its own.

```lean
/-- A real symmetric matrix has equal matrix elements `a·Hb` and `b·Ha`. -/
theorem symm_swap {H : Matrix n n ℝ} (hH : H.IsSymm) (a b : n → ℝ) :
    a ⬝ᵥ H *ᵥ b = b ⬝ᵥ H *ᵥ a := by
  rw [Matrix.dotProduct_mulVec a H b, ← Matrix.mulVec_transpose, hH.eq,
    dotProduct_comm (H *ᵥ a) b]
```

In the next proof, the intermediate identity `split` is the expansion above, cross term included, and holds for any real matrix. The sums are compared term by term, with `linear_combination` supplying $\mathrm i^2=-1$. Only the last line uses symmetry. The expression `H.map Complex.ofReal` is the same matrix with its entries regarded as complex numbers.

```lean
/-- For a real symmetric `H`, the expectation value in the state `a + i b` is
`a·Ha + b·Hb`. -/
theorem expectation_wave {H : Matrix n n ℝ} (hH : H.IsSymm) (a b : n → ℝ) :
    expectation (H.map Complex.ofReal) (wave a b)
      = ((a ⬝ᵥ H *ᵥ a + b ⬝ᵥ H *ᵥ b : ℝ) : ℂ) := by
  have hs : ∀ i, star (wave a b i) = (a i : ℂ) - (b i : ℂ) * Complex.I := by
    intro i
    apply Complex.ext <;> simp [wave]
  -- for any real matrix, the expansion includes the cross term `i (a·Hb - b·Ha)`
  have split : expectation (H.map Complex.ofReal) (wave a b)
      = ((a ⬝ᵥ H *ᵥ a + b ⬝ᵥ H *ᵥ b : ℝ) : ℂ)
        + ((a ⬝ᵥ H *ᵥ b - b ⬝ᵥ H *ᵥ a : ℝ) : ℂ) * Complex.I := by
    simp only [expectation, dotProduct, Matrix.mulVec, Matrix.map_apply, Pi.star_apply, hs]
    push_cast
    simp only [Finset.mul_sum, Finset.sum_mul, ← Finset.sum_add_distrib,
      ← Finset.sum_sub_distrib]
    refine Finset.sum_congr rfl fun i _ => Finset.sum_congr rfl fun j _ => ?_
    simp only [wave]
    linear_combination (-((b i : ℂ) * (H i j : ℂ) * (b j : ℂ))) * Complex.I_sq
  -- symmetry removes it
  rw [split, symm_swap hH a b, sub_self, Complex.ofReal_zero, zero_mul, add_zero]
```

Treating the squared norm in the same way and dividing gives the formula for the quotient.

```lean
/-- For a real symmetric `H`, the Rayleigh quotient of `a + i b` is the real number
`(a·Ha + b·Hb) / (a·a + b·b)`. -/
theorem rayleigh_wave {H : Matrix n n ℝ} (hH : H.IsSymm) (a b : n → ℝ) :
    rayleigh (H.map Complex.ofReal) (wave a b)
      = (((a ⬝ᵥ H *ᵥ a + b ⬝ᵥ H *ᵥ b) / (a ⬝ᵥ a + b ⬝ᵥ b) : ℝ) : ℂ) := by
  have hn : star (wave a b) ⬝ᵥ wave a b = ((a ⬝ᵥ a + b ⬝ᵥ b : ℝ) : ℂ) := by
    have hs : ∀ i, star (wave a b i) = (a i : ℂ) - (b i : ℂ) * Complex.I := by
      intro i
      apply Complex.ext <;> simp [wave]
    simp only [dotProduct, Pi.star_apply, hs]
    push_cast
    rw [← Finset.sum_add_distrib]
    refine Finset.sum_congr rfl fun i _ => ?_
    simp only [wave]
    linear_combination (-((b i : ℂ) * (b i : ℂ))) * Complex.I_sq
  rw [rayleigh, expectation_wave hH, hn, ← Complex.ofReal_div]
```

## A lower bound on all real vectors

The hypothesis `hc` says that no nonzero real vector has an energy below $c$. The number $c$ may be the lowest energy or any looser bound. The hypothesis ranges over every real vector, so a bound known only on some restricted family of trial states does not satisfy it.

By hand, multiply the bound by the positive number $a\cdot a$ to get $c\,(a\cdot a)\le a\cdot Ha$. This also holds for $a=0$, where both sides vanish, so a purely real or purely imaginary $x$ needs no separate treatment.

```lean
/-- A lower bound `c` on the real Rayleigh quotients gives `c a·a ≤ a·Ha` for every real
vector `a`. -/
theorem bound_mul {H : Matrix n n ℝ} {c : ℝ}
    (hc : ∀ a : n → ℝ, a ≠ 0 → c ≤ realRayleigh H a) (a : n → ℝ) :
    c * (a ⬝ᵥ a) ≤ a ⬝ᵥ H *ᵥ a := by
  by_cases ha : a = 0
  · simp [ha]
  · exact (le_div_iff₀ (self_pos ha)).mp (hc a ha)
```

Adding the inequalities for $a$ and $b$ gives

$$
c\,(a\cdot a+b\cdot b)\le a\cdot Ha+b\cdot Hb ,
$$

and division by the positive squared norm gives the bound for $x$. In the proof, `le_div_iff₀` clears the denominator and `linarith` adds the two inequalities. The conclusion concerns the real part `.re` of the quotient; by `rayleigh_wave` the imaginary part is zero, so nothing is lost.

```lean
/-- For a real symmetric `H`, a lower bound on the Rayleigh quotient over real nonzero
vectors is also a lower bound over complex nonzero vectors. -/
theorem complex_bound_of_real_bound {H : Matrix n n ℝ} (hH : H.IsSymm) {c : ℝ}
    (hc : ∀ a : n → ℝ, a ≠ 0 → c ≤ realRayleigh H a) {x : n → ℂ} (hx : x ≠ 0) :
    c ≤ (rayleigh (H.map Complex.ofReal) x).re := by
  obtain ⟨a, b, rfl, hpos⟩ := exists_wave hx
  rw [rayleigh_wave hH, Complex.ofReal_re, le_div_iff₀ hpos]
  linarith [bound_mul hc a, bound_mul hc b]
```

Suppose now that $x$ attains the bound, so that its quotient equals $c$. Then

$$
(a\cdot Ha-c\,a\cdot a)+(b\cdot Hb-c\,b\cdot b)=0 .
$$

Both brackets are non-negative, hence both are zero, and each nonzero part attains $c$ by itself. A complex vector of lowest energy thus yields a real one, by taking whichever part is nonzero.

Here the bound is essential. For the diagonal matrix with entries $0$ and $1$, the vector $(1,\mathrm i)$ has quotient $\tfrac12$, while its parts have quotients $0$ and $1$.

The proof treats $a$ and $b$ separately. In each case `linarith` obtains the equality from the vanishing sum and the two inequalities of `bound_mul`.

```lean
/-- If the complex state `a + i b` attains the lower bound `c`, then each of `a` and `b`
that is nonzero attains it as a real trial vector. -/
theorem parts_attain_bound {H : Matrix n n ℝ} (hH : H.IsSymm) {c : ℝ}
    (hc : ∀ a : n → ℝ, a ≠ 0 → c ≤ realRayleigh H a) {a b : n → ℝ}
    (h : rayleigh (H.map Complex.ofReal) (wave a b) = (c : ℂ)) :
    (a ≠ 0 → realRayleigh H a = c) ∧ (b ≠ 0 → realRayleigh H b = c) := by
  rw [rayleigh_wave hH] at h
  have h' := Complex.ofReal_injective h
  have nn : ∀ v : n → ℝ, 0 ≤ v ⬝ᵥ v := fun v =>
    Finset.sum_nonneg fun i _ => mul_self_nonneg (v i)
  have h1 := bound_mul hc a
  have h2 := bound_mul hc b
  -- two non-negative excesses with zero sum both vanish
  constructor
  · intro ha
    have hp := self_pos ha
    rw [div_eq_iff (add_pos_of_pos_of_nonneg hp (nn b)).ne'] at h'
    rw [realRayleigh, div_eq_iff hp.ne']
    linarith
  · intro hb
    have hp := self_pos hb
    rw [div_eq_iff (ne_of_gt (add_pos_of_nonneg_of_pos (nn a) hp))] at h'
    rw [realRayleigh, div_eq_iff hp.ne']
    linarith
```

## Matching a complex energy without any bound

With symmetry and $x\neq0$ alone, some real vector still has the same quotient as $x$, though it need not be $a$ or $b$. In the diagonal example, $(1,1)$ has quotient $\tfrac12$.

Let $E$ be the quotient of $x$, and for real $y$ set $q(y)=y\cdot Hy-E\,y\cdot y$. The formula for the quotient says $q(a)+q(b)=0$. Put $p=q(b)$, so that $q(a)=-p$, and $m=a\cdot Hb-E\,a\cdot b$.

If $p=0$, both $a$ and $b$ satisfy $q=0$, and at least one of them is nonzero because $x$ is. That one has quotient $E$.

If $p\neq0$, try $y=sa+b$ with real $s$. Symmetry merges the two cross terms into $2sm$:

$$
q(sa+b)=-ps^2+2ms+p .
$$

This vanishes when $ps^2-2ms-p=0$. A real solution is $s=(m+r)/p$ with $r=\sqrt{m^2+p^2}$, since

$$
p\,(ps^2-2ms-p)=(m+r)^2-2m(m+r)-p^2=r^2-m^2-p^2=0 .
$$

The vector $y$ is not zero. Otherwise $b=-sa$, so $p=q(b)=s^2q(a)=-s^2p$ and $p(1+s^2)=0$, which contradicts $p\neq0$. Dividing $q(y)=0$ by $y\cdot y$ shows that $y$ has quotient $E$.

The proof follows these cases. The `suffices` step reduces the claim to finding a nonzero $y$ with $q(y)=0$, `hq` is the quadratic equation, and `h3` is the contradiction $p(1+s^2)=0$. The final `linear_combination` checks that $q(sa+b)=0$.

```lean
/-- For a real symmetric `H`, the Rayleigh quotient of any nonzero complex vector equals
that of some nonzero real vector. -/
theorem exists_real_same_quotient {H : Matrix n n ℝ} (hH : H.IsSymm) {x : n → ℂ}
    (hx : x ≠ 0) : ∃ y : n → ℝ, y ≠ 0 ∧
      rayleigh (H.map Complex.ofReal) x = (realRayleigh H y : ℂ) := by
  obtain ⟨a, b, rfl, hpos⟩ := exists_wave hx
  rw [rayleigh_wave hH]
  obtain ⟨E, hE⟩ : ∃ E, E = (a ⬝ᵥ H *ᵥ a + b ⬝ᵥ H *ᵥ b) / (a ⬝ᵥ a + b ⬝ᵥ b) := ⟨_, rfl⟩
  rw [← hE]
  rw [eq_div_iff hpos.ne'] at hE
  -- it suffices to find a real zero of the shifted quadratic form
  suffices hy : ∃ y : n → ℝ, y ≠ 0 ∧ y ⬝ᵥ H *ᵥ y = E * (y ⬝ᵥ y) by
    obtain ⟨y, hy0, hy⟩ := hy
    refine ⟨y, hy0, ?_⟩
    rw [realRayleigh, (div_eq_iff (self_pos hy0).ne').mpr hy]
  obtain ⟨p, hp⟩ : ∃ p, p = b ⬝ᵥ H *ᵥ b - E * (b ⬝ᵥ b) := ⟨_, rfl⟩
  obtain ⟨m, hm⟩ : ∃ m, m = a ⬝ᵥ H *ᵥ b - E * (a ⬝ᵥ b) := ⟨_, rfl⟩
  by_cases hp0 : p = 0
  · by_cases ha : a = 0
    · refine ⟨b, ?_, by linarith⟩
      rintro rfl
      simp [ha] at hpos
    · exact ⟨a, ha, by linarith⟩
  · -- solve the quadratic equation for the mixing coefficient
    obtain ⟨r, hr⟩ : ∃ r : ℝ, r ^ 2 = m ^ 2 + p ^ 2 :=
      ⟨√(m ^ 2 + p ^ 2), Real.sq_sqrt (by positivity)⟩
    obtain ⟨s, hs⟩ : ∃ s : ℝ, p * s = m + r := ⟨(m + r) / p, mul_div_cancel₀ _ hp0⟩
    have hq : p * s ^ 2 - 2 * m * s - p = 0 := by
      apply mul_left_cancel₀ hp0
      linear_combination (p * s + r - m) * hs + hr
    refine ⟨s • a + b, ?_, ?_⟩
    · intro h0
      have hb : b = (-s) • a := by
        rw [neg_smul]
        exact eq_neg_of_add_eq_zero_right h0
      have h1 : b ⬝ᵥ H *ᵥ b = s ^ 2 * (a ⬝ᵥ H *ᵥ a) := by
        rw [hb]
        simp only [Matrix.mulVec_smul, smul_dotProduct, dotProduct_smul, smul_eq_mul]
        ring
      have h2 : b ⬝ᵥ b = s ^ 2 * (a ⬝ᵥ a) := by
        rw [hb]
        simp only [smul_dotProduct, dotProduct_smul, smul_eq_mul]
        ring
      have h3 : p * (1 + s ^ 2) = 0 := by
        linear_combination (1 + s ^ 2) * hp + h1 - E * h2 - s ^ 2 * hE
      exact (mul_ne_zero hp0 (by positivity)) h3
    · simp only [Matrix.mulVec_add, Matrix.mulVec_smul, dotProduct_add, add_dotProduct,
        smul_dotProduct, dotProduct_smul, smul_eq_mul]
      rw [symm_swap hH b a, dotProduct_comm b a]
      linear_combination (-1 : ℝ) * hq - s ^ 2 * hE + (s ^ 2 - 1) * hp - 2 * s * hm
```

## Real matrix elements

The type `Matrix n n ℝ` carries the remaining hypothesis: the Hamiltonian has real entries in the chosen basis. This is the case, for example, for a spinless particle in a real potential without a magnetic field, described by real basis functions. By hand, reality is used in the cross terms: Hermiticity gives $H_{ji}=\overline{H_{ij}}$, which is the symmetry needed above only when the entries are real.

A Hermitian matrix with complex entries can violate the conclusion, and the Pauli matrix $\sigma_y$ does so in dimension two.

```lean
/-- The Pauli matrix `σ_y`. -/
def pauliY : Matrix (Fin 2) (Fin 2) ℂ := !![0, -Complex.I; Complex.I, 0]
```

For a real vector with components $a_0,a_1$,

$$
a\cdot\sigma_y a=-\mathrm i\,a_0a_1+\mathrm i\,a_1a_0=0 ,
$$

so $c=0$ is a lower bound on the real quotients. For $x=(1,-\mathrm i)$, however, $\sigma_yx=(-1,\mathrm i)=-x$. The unnormalised expectation value is $-2$ and the squared norm is $2$, so the quotient is $-1$. A search over real vectors would miss this lower energy.

The theorem states three facts together: Hermiticity, the vanishing expectation value in every real state, and the quotient $-1$. The first is checked entry by entry, the other two by writing out the sums over the two components.

```lean
/-- The matrix `σ_y` is Hermitian and has zero expectation value in every real state, yet
its Rayleigh quotient at `(1, -i)` is `-1`. -/
theorem pauliY_real_bound_fails : pauliY.IsHermitian ∧
    (∀ a : Fin 2 → ℝ, expectation pauliY (fun i => (a i : ℂ)) = 0) ∧
    rayleigh pauliY ![1, -Complex.I] = -1 := by
  refine ⟨?_, ?_, ?_⟩
  · ext i j
    fin_cases i <;> fin_cases j <;> simp [pauliY]
  · intro a
    simp [expectation, pauliY, dotProduct, Matrix.mulVec, Fin.sum_univ_two]
    ring
  · have h1 : expectation pauliY ![1, -Complex.I] = -2 := by
      simp [expectation, pauliY, dotProduct, Matrix.mulVec, Fin.sum_univ_two]
      norm_num
    have h2 : star ![1, -Complex.I] ⬝ᵥ ![1, -Complex.I] = (2 : ℂ) := by
      simp [dotProduct, Fin.sum_univ_two]
      norm_num
    rw [rayleigh, h1, h2]
    norm_num

end

end RealSymmetricRayleigh
```

```lean
#print axioms RealSymmetricRayleigh.complex_bound_of_real_bound
#print axioms RealSymmetricRayleigh.parts_attain_bound
#print axioms RealSymmetricRayleigh.exists_real_same_quotient
#print axioms RealSymmetricRayleigh.pauliY_real_bound_fails
```

```
'RealSymmetricRayleigh.complex_bound_of_real_bound' depends on axioms: [propext, Classical.choice, Quot.sound]
'RealSymmetricRayleigh.parts_attain_bound' depends on axioms: [propext, Classical.choice, Quot.sound]
'RealSymmetricRayleigh.exists_real_same_quotient' depends on axioms: [propext, Classical.choice, Quot.sound]
'RealSymmetricRayleigh.pauliY_real_bound_fails' depends on axioms: [propext, Classical.choice, Quot.sound]
```
